# One-dimensional plane-wave spectra are periodic in $k$ with the cutoff $|k+G|\le q_c$, but not for a local potential on the fixed basis $|G|\le M$

If a band-structure code keeps the same plane waves $|G|\le M$ at every wave number, equivalent $k$ points can get different energies. The smallest case is $M=0$ with free electrons, in atomic units with reciprocal-lattice spacing one: the only level is $k^2/2$, which is $0$ at $k=0$ and $1/2$ at $k=1$, although the two points differ by a reciprocal-lattice vector. Selecting plane waves by $|k+G|\le q_c$ removes the discrepancy.

## Shifting the wave number on the two bases

In atomic units with reciprocal-lattice spacing one, let

$$H(k)_{GG'}=\tfrac12(k+G)^2\delta_{GG'}+w(G-G')+D\,b(k+G)\,\overline{b(k+G')},$$

where $G,G'$ are integers, $w$ holds the Fourier coefficients of the local potential, and $b$ is a separable projector of real strength $D$.

- On the basis $|k+G|\le q_c$, the characteristic polynomials at $k$ and $k+n$ are equal for every integer $n$.
- On the basis $|G|\le M$ without the projector, those at $k$ and $k+1$ are equal exactly when $k=-1/2$.

## Folding $k$ points into one cell

A code relies on the first statement when it moves a $k$ point into a chosen reciprocal cell and reuses the energies found there; here this is established for a one-dimensional model with one projector and a given potential. The second statement has a practical consequence: for a local potential, comparing only the zone edges $k=\pm1/2$ will not reveal a fixed basis.

## Shifting labels and comparing traces

**Cutoff basis.** Since $k+n+G=k+(G+n)$, and a common shift changes neither $\delta_{GG'}$ nor $G-G'$,

$$H(k+n)_{GG'}=H(k)_{G+n,\,G'+n}.$$

Also, $|k+n+G|\le q_c$ holds exactly when $G+n$ belongs to the basis at $k$. So $G\mapsto G+n$ matches the two bases, and the matrices differ only by a relabelling, which preserves the characteristic polynomial. If the basis is empty, both polynomials are $1$.

**Fixed basis.** Set $D=0$ and $b=0$. Each diagonal element changes by

$$\tfrac12(k+1+G)^2-\tfrac12(k+G)^2=k+\tfrac12+G.$$

Over the $2M+1$ labels the terms $G$ cancel in pairs, so the trace changes by $(2M+1)(k+\tfrac12)$. The characteristic polynomial determines the trace, so equal polynomials force $k=-1/2$.

Conversely, $(\tfrac12+G)^2=(-\tfrac12-G)^2$ and $-G'-(-G)=G-G'$ give

$$H(\tfrac12)_{GG'}=H(-\tfrac12)_{-G',-G}.$$

This is a relabelled transpose, with the same characteristic polynomial.

## The Lean file

```lean
import Mathlib

open scoped ComplexConjugate

namespace PlaneWaveCutoff

noncomputable section

/-- Matrix element between plane waves `G` and `G'` at wave number `k`: kinetic energy,
local potential `w`, and one separable projector `b` of strength `D`
(atomic units, reciprocal-lattice spacing one). -/
def element (w : ℤ → ℂ) (D : ℝ) (b : ℝ → ℂ) (k : ℝ) (G G' : ℤ) : ℂ :=
  (if G = G' then (((k + G) ^ 2 / 2 : ℝ) : ℂ) else 0) + w (G - G')
    + D * b (k + G) * conj (b (k + G'))

/-- The Hamiltonian matrix at wave number `k` on a finite set `S` of plane waves. -/
def blochH (w : ℤ → ℂ) (D : ℝ) (b : ℝ → ℂ) (k : ℝ) (S : Finset ℤ) : Matrix S S ℂ :=
  Matrix.of fun G G' => element w D b k G G'

/-- The integers `G` from `-qc - k` to `qc - k`: the plane waves kept by the cutoff `qc`. -/
def cutoffBasis (k qc : ℝ) : Finset ℤ := Finset.Icc ⌈-qc - k⌉ ⌊qc - k⌋

/-- The plane waves with `|G| ≤ M`, chosen without regard to the wave number. -/
def fixedBasis (M : ℕ) : Finset ℤ := Finset.Icc (-(M : ℤ)) M

/-- A plane wave belongs to the cutoff basis exactly when `|k + G| ≤ qc`. -/
theorem mem_cutoffBasis (k qc : ℝ) (G : ℤ) :
    G ∈ cutoffBasis k qc ↔ |k + G| ≤ qc := by
  simp only [cutoffBasis, Finset.mem_Icc, Int.ceil_le, Int.le_floor, abs_le]
  constructor <;> rintro ⟨h1, h2⟩ <;> constructor <;> linarith

/-- If the local potential satisfies `w(-q) = conj w(q)`, the Hamiltonian matrix is Hermitian
on every finite set of plane waves. -/
theorem blochH_isHermitian (w : ℤ → ℂ) (hw : ∀ q, w (-q) = conj (w q))
    (D : ℝ) (b : ℝ → ℂ) (k : ℝ) (S : Finset ℤ) : (blochH w D b k S).IsHermitian := by
  have key : ∀ G G' : ℤ, conj (element w D b k G' G) = element w D b k G G' := by
    intro G G'
    have hw' := hw (G' - G)
    rw [neg_sub] at hw'
    rcases eq_or_ne G G' with rfl | h
    · simp only [element, ↓reduceIte, map_add, map_mul, Complex.conj_conj, Complex.conj_ofReal]
      linear_combination -hw'
    · simp only [element, if_neg h, if_neg h.symm, map_add, map_mul, map_zero,
        Complex.conj_conj, Complex.conj_ofReal]
      linear_combination -hw'
  exact Matrix.IsHermitian.ext fun G G' => key G G'

/-- Raising the wave number by an integer `n` has the same effect on the matrix elements as
raising both plane-wave labels by `n`. -/
theorem element_shift (w : ℤ → ℂ) (D : ℝ) (b : ℝ → ℂ) (k : ℝ) (n G G' : ℤ) :
    element w D b (k + n) G G' = element w D b k (G + n) (G' + n) := by
  have h : ∀ G : ℤ, k + (n : ℝ) + (G : ℝ) = k + ((G + n : ℤ) : ℝ) := by
    intro G
    push_cast
    ring
  simp only [element, h, add_left_inj, add_sub_add_right_eq_sub]

/-- Two matrices that differ only by a relabelling of the plane waves have the same
characteristic polynomial. -/
theorem charpoly_relabel {S T : Finset ℤ} (e : S ≃ T) (A : Matrix S S ℂ) (B : Matrix T T ℂ)
    (h : ∀ i j, A i j = B (e i) (e j)) : A.charpoly = B.charpoly := by
  have hA : A = Matrix.reindex e.symm e.symm B := by
    ext i j
    exact h i j
  rw [hA, Matrix.charpoly_reindex]

/-- With the cutoff `|k + G| ≤ qc`, the characteristic polynomial of the Hamiltonian is
unchanged when the wave number moves by any reciprocal-lattice vector `n`. -/
theorem charpoly_cutoff_periodic (w : ℤ → ℂ) (D : ℝ) (b : ℝ → ℂ) (k qc : ℝ) (n : ℤ) :
    (blochH w D b (k + n) (cutoffBasis (k + n) qc)).charpoly
      = (blochH w D b k (cutoffBasis k qc)).charpoly := by
  -- the basis moves along with the wave number
  have hmem : ∀ G : ℤ, G ∈ cutoffBasis (k + n) qc ↔ G + n ∈ cutoffBasis k qc := by
    intro G
    have h : k + (n : ℝ) + (G : ℝ) = k + ((G + n : ℤ) : ℝ) := by
      push_cast
      ring
    rw [mem_cutoffBasis, mem_cutoffBasis, h]
  apply charpoly_relabel ((Equiv.addRight n).subtypeEquiv hmem)
  intro G G'
  exact element_shift w D b k n G G'

/-- With the cutoff `|k + G| ≤ qc`, the characteristic polynomial at any wave number equals
the one at its fractional part, which lies in a single reciprocal cell. -/
theorem charpoly_cutoff_fold (w : ℤ → ℂ) (D : ℝ) (b : ℝ → ℂ) (k qc : ℝ) :
    (blochH w D b k (cutoffBasis k qc)).charpoly
      = (blochH w D b (Int.fract k) (cutoffBasis (Int.fract k) qc)).charpoly := by
  have h := charpoly_cutoff_periodic w D b (Int.fract k) qc ⌊k⌋
  rwa [Int.fract_add_floor] at h

/-- The fixed basis is symmetric under reversal of the plane waves. -/
theorem neg_mem_fixedBasis (M : ℕ) (G : ℤ) : G ∈ fixedBasis M ↔ -G ∈ fixedBasis M := by
  simp only [fixedBasis, Finset.mem_Icc]
  omega

/-- On the fixed basis and for a purely local potential, the trace of the Hamiltonian changes
by `(2M + 1)(k + 1/2)` between `k` and `k + 1`. -/
theorem trace_fixed_shift (w : ℤ → ℂ) (M : ℕ) (k : ℝ) :
    (blochH w 0 0 (k + 1) (fixedBasis M)).trace - (blochH w 0 0 k (fixedBasis M)).trace
      = (((2 * M + 1) * (k + 1 / 2) : ℝ) : ℂ) := by
  have htr : ∀ k : ℝ, (blochH w 0 0 k (fixedBasis M)).trace
      = ∑ G ∈ fixedBasis M, element w 0 0 k G G := fun k =>
    Finset.sum_coe_sort (fixedBasis M) (fun G => element w 0 0 k G G)
  have hterm : ∀ G : ℤ, element w 0 0 (k + 1) G G - element w 0 0 k G G
      = ((k + 1 / 2 : ℝ) : ℂ) + (G : ℂ) := by
    intro G
    simp only [element, ↓reduceIte, Pi.zero_apply]
    push_cast
    ring
  -- the labels `G` cancel in pairs
  have hsum : ∑ G ∈ fixedBasis M, G = 0 := by
    have hneg : ∑ G ∈ fixedBasis M, G = ∑ G ∈ fixedBasis M, -G :=
      Finset.sum_nbij' (fun G => -G) (fun G => -G)
        (fun G h => (neg_mem_fixedBasis M G).1 h) (fun G h => (neg_mem_fixedBasis M G).1 h)
        (by simp) (by simp) (by simp)
    rw [Finset.sum_neg_distrib] at hneg
    linarith
  have hcard : (fixedBasis M).card = 2 * M + 1 := by
    rw [fixedBasis, Int.card_Icc]
    omega
  rw [htr, htr, ← Finset.sum_sub_distrib]
  simp only [hterm]
  rw [Finset.sum_add_distrib, ← Int.cast_sum, hsum, Finset.sum_const, hcard, nsmul_eq_mul]
  push_cast
  ring

/-- On the fixed basis `|G| ≤ M` and for any purely local potential, the characteristic
polynomials at `k` and `k + 1` agree exactly when `k = -1/2`. -/
theorem charpoly_fixed_iff (w : ℤ → ℂ) (M : ℕ) (k : ℝ) :
    (blochH w 0 0 (k + 1) (fixedBasis M)).charpoly = (blochH w 0 0 k (fixedBasis M)).charpoly
      ↔ k = -1 / 2 := by
  constructor
  · -- equal characteristic polynomials would force equal traces
    intro h
    have : Nonempty (fixedBasis M) := ⟨⟨0, by simp [fixedBasis]⟩⟩
    have ht := trace_fixed_shift w M k
    rw [Matrix.trace_eq_neg_charpoly_coeff, Matrix.trace_eq_neg_charpoly_coeff, h,
      sub_self] at ht
    have hpos : (0 : ℝ) < 2 * M + 1 := by positivity
    rcases mul_eq_zero.mp (Complex.ofReal_eq_zero.mp ht.symm) with h0 | h0 <;> linarith
  · -- reversing the plane waves gives the transposed matrix
    rintro rfl
    have key : ∀ G G' : ℤ, element w 0 0 (-1 / 2 + 1) G G'
        = element w 0 0 (-1 / 2) (-G') (-G) := by
      intro G G'
      have hq : -G' - -G = G - G' := by ring
      rcases eq_or_ne G G' with rfl | h
      · simp only [element, ↓reduceIte, hq, Pi.zero_apply]
        push_cast
        ring
      · have h' : -G' ≠ -G := by omega
        simp only [element, if_neg h, if_neg h', hq, Pi.zero_apply, Complex.ofReal_zero,
          zero_mul]
    rw [← Matrix.charpoly_transpose (blochH w 0 0 (-1 / 2) (fixedBasis M))]
    apply charpoly_relabel ((Equiv.neg ℤ).subtypeEquiv (neg_mem_fixedBasis M))
    intro G G'
    exact key G G'

/-- For free electrons on the fixed basis `|G| ≤ M`, the characteristic polynomials at
`k = 1` and `k = 0` differ. -/
theorem charpoly_fixed_free_ne (M : ℕ) :
    (blochH 0 0 0 1 (fixedBasis M)).charpoly ≠ (blochH 0 0 0 0 (fixedBasis M)).charpoly := by
  intro h
  have h' := (charpoly_fixed_iff 0 M 0).1 (by rwa [zero_add])
  norm_num at h'

end

end PlaneWaveCutoff
```

```lean
#print axioms PlaneWaveCutoff.mem_cutoffBasis
-- 'PlaneWaveCutoff.mem_cutoffBasis' depends on axioms: [propext, Classical.choice, Quot.sound]
#print axioms PlaneWaveCutoff.blochH_isHermitian
-- 'PlaneWaveCutoff.blochH_isHermitian' depends on axioms: [propext, Classical.choice, Quot.sound]
#print axioms PlaneWaveCutoff.charpoly_cutoff_fold
-- 'PlaneWaveCutoff.charpoly_cutoff_fold' depends on axioms: [propext, Classical.choice, Quot.sound]
#print axioms PlaneWaveCutoff.charpoly_fixed_free_ne
-- 'PlaneWaveCutoff.charpoly_fixed_free_ne' depends on axioms: [propext, Classical.choice, Quot.sound]
```

## What the theorems say, and their limits

`element` is the matrix element above, and `blochH` restricts it to a finite set `S` of integers. `cutoffBasis` is an integer interval, which `mem_cutoffBasis` identifies with $|k+G|\le q_c$. In `blochH w 0 0`, the zeros switch off the projector.

`charpoly_cutoff_periodic` holds for arbitrary `w`, `D` and `b`. It combines `element_shift` with `charpoly_relabel`, using addition of `n` as the matching of bases. `charpoly_cutoff_fold` applies it to the fractional part of $k$, shifted by `⌊k⌋`.

`blochH_isHermitian` assumes $w(-q)=\overline{w(q)}$, the condition for a real local potential, and treats diagonal and off-diagonal elements separately. The roots of the polynomial are then real energies, counted with multiplicity.

In `trace_fixed_shift`, `hterm` is the diagonal difference, `hsum` the pairwise cancellation and `hcard` the count $2M+1$. `charpoly_fixed_iff` reads the trace from a polynomial coefficient in one direction; in the other it uses the transpose and the relabelling $G\mapsto-G$. Its case $w=0$, $k=0$ gives `charpoly_fixed_free_ne`: free electrons violate periodicity for every $M$.

The results concern exact matrix elements in one dimension. They give no bound on the error from a finite $q_c$ and no smoothness in $k$: plane waves still enter and leave the cutoff basis as $k$ moves through a cell. Nor do they settle the fixed basis with a projector present. The potential is the same function `w` at every $k$, so a code that builds it differently at equivalent points does not meet the assumptions.
